Gauge variation of the Chern-Simons functional in a traced calculus

Q: Show me the smallest case in which the coefficient −1/3 appears.

A: Gauge-transform the zero connection. Let d_0, d_1, d_2 be three commuting derivatives, τ a cyclic "integral of the trace" that vanishes on total derivatives, g an invertible element, and t_a = g⁻¹ d_a g. Indices a, b, c run over 0, 1, 2, they are summed against the Levi-Civita symbol ε_abc, and ε_012 = 1. For a connection A = (A_0, A_1, A_2) define

CS(A) = ε_abc τ(A_a d_b A_c + (2/3) A_a A_b A_c),   W(g) = ε_abc τ(t_a t_b t_c).

The transform of A = 0 is t. Differentiating g⁻¹g = 1 gives d_b g⁻¹ = −t_b g⁻¹, so

d_b t_c = −t_b t_c + g⁻¹ d_b d_c g.

The last term is symmetric in b and c and drops out against ε_abc. Therefore

CS(t) = (−1 + 2/3) W(g) = −(1/3) W(g).

The general theorem says that every other A shifts by the same amount:

CS(g⁻¹Ag + t) = CS(A) − (1/3) W(g).

Q: My Berry connection lives on a three-dimensional Brillouin zone. I see neither momenta nor integrals in the Lean statement.

A: It keeps only the algebraic rules that the computation uses. `R` is a ring, not assumed commutative, that is also a ℚ-algebra, and `M` is a ℚ-vector space in which τ takes its values. Rational scalars suffice for 2/3 and 1/3.

```lean
import Mathlib

open Matrix

namespace ChernSimonsGauge

variable {R M : Type*} [Ring R] [Algebra ℚ R] [AddCommGroup M] [Module ℚ M]

/-- Three commuting derivations `d a` and a linear cyclic trace `τ` that vanishes on
every total derivative. -/
structure TracedCalculus (d : Fin 3 → R →ₗ[ℚ] R) (τ : R →ₗ[ℚ] M) : Prop where
  leibniz : ∀ a x y, d a (x * y) = d a x * y + x * d a y
  comm : ∀ a b x, d a (d b x) = d b (d a x)
  cyclic : ∀ x y, τ (x * y) = τ (y * x)
  stokes : ∀ a x, τ (d a x) = 0
```

The intended reading is this. R is the algebra of smooth periodic N×N matrix functions of the crystal momentum k, d_a is ∂/∂k_a, τ is the zone integral of the matrix trace, and M is ℂ. Then `leibniz` is the product rule, `comm` is the symmetry of mixed partial derivatives, `cyclic` is the cyclicity of the trace, and `stokes` is periodicity. These four rules are hypotheses, and that function algebra is not constructed in Lean. For non-interacting electrons in an insulator whose occupied states have an orthonormal frame of Bloch functions e^{ik·r}u_n, n = 1, …, N, smooth and periodic in k, A_a has entries ⟨u_m|d_a u_n⟩, CS(A) is proportional to the Chern-Simons magnetoelectric angle, and the theorem gives the change of CS(A) when the frame is mixed by a smooth periodic unitary matrix g, u_n → Σ_m u_m g_mn, for which g† = g⁻¹ and A_a becomes g⁻¹ A_a g + g⁻¹ d_a g.

Q: Which conventions are fixed?

A: The contraction with ε is written as six signed terms, and `cs` is the formula above.

```lean
/-- Contraction with the Levi-Civita symbol, `ε_abc f_abc`. -/
def eps (f : Fin 3 → Fin 3 → Fin 3 → M) : M :=
  f 0 1 2 + f 1 2 0 + f 2 0 1 - f 0 2 1 - f 2 1 0 - f 1 0 2

/-- The Chern-Simons functional `ε_abc τ(A_a d_b A_c + (2/3) A_a A_b A_c)`. -/
def cs (d : Fin 3 → R →ₗ[ℚ] R) (τ : R →ₗ[ℚ] M) (A : Fin 3 → R) : M :=
  eps fun a b c => τ (A a * d b (A c) + (2 / 3 : ℚ) • (A a * A b * A c))
```

The connection carries no factor i, and there is no prefactor 1/(4π). A gauge transformation is a unit `g : Rˣ`, an element with a two-sided inverse. Unitarity of g and anti-Hermiticity of A are not required, so the unitary case is included. `mc` is t, `rot` is B_a = g⁻¹ A_a g, `gauge` is B + t, and `winding` is W.

```lean
/-- The Maurer-Cartan form `t_a = g⁻¹ d_a g` of an invertible element `g`. -/
def mc (d : Fin 3 → R →ₗ[ℚ] R) (g : Rˣ) (a : Fin 3) : R := (↑g⁻¹ : R) * d a (↑g : R)

/-- The rotated connection `g⁻¹ A_a g`. -/
def rot (g : Rˣ) (A : Fin 3 → R) (a : Fin 3) : R := (↑g⁻¹ : R) * A a * (↑g : R)

/-- The gauge-transformed connection `g⁻¹ A_a g + g⁻¹ d_a g`. -/
def gauge (d : Fin 3 → R →ₗ[ℚ] R) (g : Rˣ) (A : Fin 3 → R) (a : Fin 3) : R :=
  rot g A a + mc d g a

/-- The winding term `ε_abc τ(t_a t_b t_c)` with `t = g⁻¹ d g`. -/
def winding (d : Fin 3 → R →ₗ[ℚ] R) (τ : R →ₗ[ℚ] M) (g : Rˣ) : M :=
  eps fun a b c => τ (mc d g a * mc d g b * mc d g c)
```

Q: Does the proof follow your opening argument?

A: Yes. In `deriv_inv`, `h1` gets d_a 1 = 0 from the product rule applied to 1·1, `h2` is the product rule for g⁻¹g, and the `calc` block multiplies by g⁻¹ on the right.

```lean
variable {d : Fin 3 → R →ₗ[ℚ] R} {τ : R →ₗ[ℚ] M}

/-- The derivative of the inverse is `d_a g⁻¹ = -t_a g⁻¹`. -/
theorem deriv_inv (h : TracedCalculus d τ) (g : Rˣ) (a : Fin 3) :
    d a (↑g⁻¹ : R) = -(mc d g a * (↑g⁻¹ : R)) := by
  have h1 : d a 1 = 0 := by simpa using h.leibniz a 1 1
  have h2 := h.leibniz a (↑g⁻¹ : R) (↑g : R)
  rw [Units.inv_mul, h1] at h2
  calc d a (↑g⁻¹ : R) = d a (↑g⁻¹ : R) * (↑g : R) * (↑g⁻¹ : R) :=
        (Units.mul_inv_cancel_right _ _).symm
    _ = -(mc d g a * (↑g⁻¹ : R)) := by
        rw [eq_neg_of_add_eq_zero_left h2.symm]
        simp only [mc, neg_mul]
```

In `mc_flat`, `key` is the formula for d_b t_c. Subtracting the same formula with b and c exchanged and using `h.comm` gives flatness,

d_b t_c − d_c t_b + t_b t_c − t_c t_b = 0.

```lean
/-- Maurer-Cartan equation: `d_b t_c - d_c t_b + [t_b, t_c] = 0`. -/
theorem mc_flat (h : TracedCalculus d τ) (g : Rˣ) (b c : Fin 3) :
    d b (mc d g c) - d c (mc d g b) + (mc d g b * mc d g c - mc d g c * mc d g b) = 0 := by
  have key : ∀ b c, d b (mc d g c)
      = -(mc d g b * mc d g c) + (↑g⁻¹ : R) * d b (d c (↑g : R)) := by
    intro b c
    simp only [mc]
    rw [h.leibniz, deriv_inv h]
    simp only [mc]
    noncomm_ring
  -- the second derivatives of `g` cancel because the derivations commute
  rw [key b c, key c b, h.comm b c]
  abel
```

Multiply by an arbitrary B_a on the left, apply τ, and add the cases (a, b, c) = (0,1,2), (1,2,0), (2,0,1). The result is

ε_abc τ(B_a (d_b t_c + t_b t_c)) = 0,

and the rewrites `fl 1 2`, `fl 2 0`, `fl 0 1` are those three cases.

```lean
/-- For any connection `B`, `ε_abc τ(B_a (d_b t_c + t_b t_c)) = 0`. -/
theorem eps_flat (h : TracedCalculus d τ) (g : Rˣ) (B : Fin 3 → R) :
    eps (fun a b c => τ (B a * (d b (mc d g c) + mc d g b * mc d g c))) = 0 := by
  have fl : ∀ b c, d b (mc d g c)
      = d c (mc d g b) - (mc d g b * mc d g c - mc d g c * mc d g b) := by
    intro b c
    linear_combination (norm := abel) mc_flat h g b c
  simp only [eps]
  rw [fl 1 2, fl 2 0, fl 0 1]
  simp only [mul_add, mul_sub, map_add, map_sub]
  abel
```

Q: For the local Chern-Simons density I remember an additional total derivative. Where did it go?

A: It is removed by `stokes`, so the theorem concerns the integrated functional on a space without boundary and is silent about the density. The rule is used once, in expanding CS(B + C) for two arbitrary connections B and C. From τ(d_b(C_a B_c)) = 0 and cyclicity,

τ(C_a d_b B_c) = −τ(B_c d_b C_a).

Exchanging a and c flips the sign of ε, so the two quadratic cross terms are equal and add to 2 ε_abc τ(B_a d_b C_c). Cyclic permutations are even, so the three cubic terms with two factors B are equal, and likewise the three with one factor B. Each group gets the weight 3 · (2/3) = 2:

CS(B + C) = CS(B) + CS(C) + 2 ε_abc τ(B_a (d_b C_c + C_b C_c)) + 2 ε_abc τ(B_a B_b C_c).

`ibp` is the integration by parts, `c1` to `c4` are the rotations, and `module` collects the rational coefficients.

```lean
/-- Chern-Simons functional of a sum:
`CS(B + C) = CS(B) + CS(C) + 2 ε τ(B (dC + CC)) + 2 ε τ(BBC)`. -/
theorem cs_add (h : TracedCalculus d τ) (B C : Fin 3 → R) :
    cs d τ (B + C) = cs d τ B + cs d τ C
      + (2 : ℚ) • eps (fun a b c => τ (B a * (d b (C c) + C b * C c)))
      + (2 : ℚ) • eps (fun a b c => τ (B a * B b * C c)) := by
  -- integration by parts
  have ibp : ∀ a b c, τ (C a * d b (B c)) = -τ (B c * d b (C a)) := by
    intro a b c
    have e := h.stokes b (C a * B c)
    rw [h.leibniz, map_add, h.cyclic (d b (C a))] at e
    exact eq_neg_of_add_eq_zero_right e
  have cyc : ∀ x y z, τ (x * (y * z)) = τ (y * (z * x)) := by
    intro x y z
    rw [h.cyclic x, mul_assoc]
  -- rotate the mixed cubic terms so that the factors `B` come first
  have c1 : ∀ a b c, τ (B a * (C b * B c)) = τ (B c * (B a * C b)) :=
    fun a b c => (cyc _ _ _).symm
  have c2 : ∀ a b c, τ (C a * (B b * B c)) = τ (B b * (B c * C a)) := fun a b c => cyc _ _ _
  have c3 : ∀ a b c, τ (C a * (B b * C c)) = τ (B b * (C c * C a)) := fun a b c => cyc _ _ _
  have c4 : ∀ a b c, τ (C a * (C b * B c)) = τ (B c * (C a * C b)) :=
    fun a b c => (cyc _ _ _).symm
  simp only [cs, eps, Pi.add_apply, map_add, map_smul, mul_add, add_mul, smul_add, mul_assoc,
    ibp, c1, c2, c3, c4]
  module
```

Q: Rotation alone should leave a trace unchanged.

A: It does so for the cubic term, but the derivative also acts on g. For B = g⁻¹Ag,

d_b B_c = g⁻¹ (d_b A_c) g − t_b B_c + B_c t_b.

Multiply by B_a and apply τ. The first term gives τ(A_a d_b A_c) by conjugation invariance. The second is −τ(B_c B_a t_b), whose index order (c, a, b) is an even permutation of (a, b, c). The third is +τ(B_a B_c t_b), whose order (a, c, b) is odd. Both contribute with a minus sign:

CS(B) = CS(A) − 2 ε_abc τ(B_a B_b t_c).

`hd` is the derivative formula, `hinv` is conjugation invariance, and `q` and `cub` treat the quadratic and cubic terms.

```lean
/-- For the rotated connection `B = g⁻¹ A g`, `CS(B) = CS(A) - 2 ε_abc τ(B_a B_b t_c)`. -/
theorem cs_rot (h : TracedCalculus d τ) (g : Rˣ) (A : Fin 3 → R) :
    cs d τ (rot g A) = cs d τ A
      - (2 : ℚ) • eps (fun a b c => τ (rot g A a * rot g A b * mc d g c)) := by
  have hd : ∀ b c, d b (rot g A c) = (↑g⁻¹ : R) * d b (A c) * (↑g : R)
      - mc d g b * rot g A c + rot g A c * mc d g b := by
    intro b c
    simp only [rot]
    rw [h.leibniz, h.leibniz, deriv_inv h]
    simp only [mc, mul_assoc, Units.mul_inv_cancel_left, add_mul, neg_mul]
    abel
  have cyc : ∀ x y z, τ (x * (y * z)) = τ (y * (z * x)) := by
    intro x y z
    rw [h.cyclic x, mul_assoc]
  -- the trace is invariant under conjugation
  have hinv : ∀ x, τ ((↑g⁻¹ : R) * (x * (↑g : R))) = τ x := by
    intro x
    rw [h.cyclic (↑g⁻¹ : R), Units.mul_inv_cancel_right]
  have e : ∀ a x, τ (rot g A a * ((↑g⁻¹ : R) * x * (↑g : R))) = τ (A a * x) := by
    intro a x
    rw [← hinv (A a * x)]
    simp only [rot, mul_assoc, Units.mul_inv_cancel_left]
  have q : ∀ a b c, τ (rot g A a * d b (rot g A c)) = τ (A a * d b (A c))
      - τ (rot g A c * (rot g A a * mc d g b)) + τ (rot g A a * (rot g A c * mc d g b)) := by
    intro a b c
    rw [hd, mul_add, mul_sub, map_add, map_sub, cyc (rot g A c) (rot g A a) (mc d g b), e]
  have cub : ∀ a b c, τ (rot g A a * (rot g A b * rot g A c)) = τ (A a * (A b * A c)) := by
    intro a b c
    rw [← hinv (A a * (A b * A c))]
    simp only [rot, mul_assoc, Units.mul_inv_cancel_left]
  simp only [cs, eps, map_add, map_smul, mul_assoc, q, cub]
  module
```

The opening case is `eps_flat` with t in the place of B.

```lean
/-- For a pure gauge, `CS(t) = -(1/3) ε_abc τ(t_a t_b t_c)`. -/
theorem cs_pure (h : TracedCalculus d τ) (g : Rˣ) :
    cs d τ (mc d g) = -((1 / 3 : ℚ) • winding d τ g) := by
  have e := eps_flat h g (mc d g)
  simp only [cs, winding, eps, map_add, map_smul, mul_add, mul_assoc] at e ⊢
  linear_combination (norm := module) e
```

Now put C = t in the sum formula. The term linear in B vanishes by flatness, the two terms ±2 ε_abc τ(B_a B_b t_c) cancel, and CS(A) − (1/3) W(g) remains. In words, `cs_gauge` holds for every traced calculus, every unit g and every triple A of elements of R.

```lean
/-- Under `A → g⁻¹ A g + t` with `t = g⁻¹ d g`, the Chern-Simons functional changes by
`-(1/3) ε_abc τ(t_a t_b t_c)`. -/
theorem cs_gauge (h : TracedCalculus d τ) (g : Rˣ) (A : Fin 3 → R) :
    cs d τ (gauge d g A) = cs d τ A - (1 / 3 : ℚ) • winding d τ g := by
  have e : gauge d g A = rot g A + mc d g := rfl
  -- the `BBt` terms cancel and the term linear in `B` vanishes by flatness
  rw [e, cs_add h, cs_rot h g A, cs_pure h g, eps_flat h g (rot g A)]
  module
```

Q: You call W a winding term. Is it shown to be quantised?

A: No. That a suitably normalised W is an integer for smooth maps from the torus to U(N), which is what makes the magnetoelectric angle defined modulo 2π, is a topological statement and needs structure that `TracedCalculus` lacks. The algebra does give additivity. For a second unit k, here no longer the momentum, write t(g) for the form built from g. The product rule gives

t(gk)_a = k⁻¹ t(g)_a k + t(k)_a,

which is the gauge transform of t(g) by k. Applying the theorem and the pure-gauge value yields −W(gk)/3 = −W(g)/3 − W(k)/3, and the last tactic multiplies by −3.

```lean
/-- The winding term of a product of gauge transformations is the sum of their winding
terms. -/
theorem winding_mul (h : TracedCalculus d τ) (g k : Rˣ) :
    winding d τ (g * k) = winding d τ g + winding d τ k := by
  have e : mc d (g * k) = gauge d k (mc d g) := by
    funext a
    simp only [gauge, rot, mc, _root_.mul_inv_rev, Units.val_mul, h.leibniz, mul_add,
      mul_assoc, Units.inv_mul_cancel_left]
  have m := cs_gauge h k (mc d g)
  rw [← e, cs_pure h (g * k), cs_pure h g] at m
  linear_combination (norm := module) (-3 : ℚ) • m
```

Q: Could the four rules force everything to vanish?

A: They do not. For commuting elements H_0, H_1, H_2, set d_a x = H_a x − x H_a. The product rule is an identity, d_a d_b x − d_b d_a x is the commutator of [H_a, H_b] = 0 with x, and a cyclic τ kills commutators.

```lean
/-- The inner derivation `x ↦ [H_a, x]`. -/
def commDeriv (H : Fin 3 → R) (a : Fin 3) : R →ₗ[ℚ] R :=
  LinearMap.mulLeft ℚ (H a) - LinearMap.mulRight ℚ (H a)

/-- Commutators with three commuting elements, with any linear cyclic trace, form a traced
calculus. -/
theorem commDeriv_calculus (H : Fin 3 → R) (hH : ∀ a b, H a * H b = H b * H a)
    (hτ : ∀ x y, τ (x * y) = τ (y * x)) : TracedCalculus (commDeriv H) τ := by
  refine ⟨fun a x y => ?_, fun a b x => ?_, hτ, fun a x => ?_⟩ <;>
    simp only [commDeriv, LinearMap.sub_apply, LinearMap.mulLeft_apply,
      LinearMap.mulRight_apply]
  · noncomm_ring
  · linear_combination (norm := noncomm_ring) hH a b * x - x * hH a b
  · rw [map_sub, hτ (H a) x, sub_self]
```

Let E_ij be the 3×3 rational matrix with a single 1 in row i and column j. Take H_a = E_aa, τ the matrix trace, and A = (E_01, E_12, E_20).

```lean
/-- The three diagonal projectors of a three-level system. -/
def proj : Fin 3 → Matrix (Fin 3) (Fin 3) ℚ :=
  ![!![1, 0, 0; 0, 0, 0; 0, 0, 0], !![0, 0, 0; 0, 1, 0; 0, 0, 0], !![0, 0, 0; 0, 0, 0; 0, 0, 1]]

/-- The cyclic hopping connection `A = (E₀₁, E₁₂, E₂₀)`. -/
def hop : Fin 3 → Matrix (Fin 3) (Fin 3) ℚ :=
  ![!![0, 1, 0; 0, 0, 0; 0, 0, 0], !![0, 0, 0; 0, 0, 1; 0, 0, 0], !![0, 0, 0; 0, 0, 0; 1, 0, 0]]
```

Then d_0 A_0 = A_0, which is non-zero. Each d_b A_c is a multiple of A_c and tr(A_a A_c) = 0, so the quadratic part vanishes. The three even orderings of the cubic term have trace 1 and the odd ones vanish, so CS(A) = (2/3) · 3 = 2.

```lean
/-- Commutators with the projectors and the matrix trace form a traced calculus, in which
`d₀ A₀ = A₀` and `CS(A) = 2` for the hopping connection. -/
theorem calculus_witness :
    TracedCalculus (commDeriv proj) (Matrix.traceLinearMap (Fin 3) ℚ ℚ) ∧
      commDeriv proj 0 (hop 0) = hop 0 ∧
      cs (commDeriv proj) (Matrix.traceLinearMap (Fin 3) ℚ ℚ) hop = 2 := by
  refine ⟨commDeriv_calculus proj (fun a b => ?_) (fun x y => Matrix.trace_mul_comm x y),
    ?_, ?_⟩
  · ext i j
    fin_cases a <;> fin_cases b <;> fin_cases i <;> fin_cases j <;>
      simp [proj, Matrix.mul_apply, Fin.sum_univ_three]
  · ext i j
    fin_cases i <;> fin_cases j <;>
      simp [commDeriv, proj, hop]
  · simp [cs, eps, commDeriv, proj, hop, Matrix.trace, Fin.sum_univ_three]
    norm_num

end ChernSimonsGauge
```

```lean
#print axioms ChernSimonsGauge.cs_gauge
-- 'ChernSimonsGauge.cs_gauge' depends on axioms: [propext, Classical.choice, Quot.sound]
#print axioms ChernSimonsGauge.winding_mul
-- 'ChernSimonsGauge.winding_mul' depends on axioms: [propext, Classical.choice, Quot.sound]
```

Q: Does this example show a non-zero W, and what happens if the derivatives fail to commute?

A: My answers here are worked on paper and have not been through Lean. The example does not show a non-zero W. With inner derivations t_a = g⁻¹H_a g − H_a, and after a cyclic rotation every term of W has two adjacent commuting factors that cancel under ε, so W = 0 throughout that family.

For the second point take 2×2 matrices with the trace, H_0 = E_01, H_1 = E_10 and H_2 = g = diag(1, −1). The rules `leibniz`, `cyclic` and `stokes` still hold, and `comm` fails. Here t = (−2E_01, −2E_10, 0), so W(g) = 0. With d_2 t_0 = −4E_01 and d_2 t_1 = 4E_10,

CS(t) = tr(t_1 d_2 t_0) − tr(t_0 d_2 t_1) = 8 + 8 = 16,

whereas the formula for A = 0 would give CS(0) − W(g)/3 = 0.
